# For linear dipole coupling, the QED-CCSD-1 energy has no explicit term in the double-excitation, one-photon amplitude

Suppose a program for molecules in an optical cavity takes the coefficient of "one electron excited, one photon present" in the coupled cluster wave function to be the amplitude $s_1$ for that process. Its energy will in general be wrong, because the exponential also excites the electron and creates the photon independently, which adds the product $t_1u$. Adding an energy term for the amplitude $s_2$, which excites two electrons and creates a photon, is also an error if the field multiplies only a one-electron operator such as the dipole.

## Coefficients of the exponential

QED-CCSD-1 describes electrons and one cavity mode by $e^T|0\rangle$, where $|0\rangle$ is the reference determinant with no photon. Let $x$ count electronic excitations and $y$ photons, and write

$$T=a+by,\qquad a=t_1x+t_2x^2,\qquad b=u+s_1x+s_2x^2 .$$

Here $t_1,t_2$ are the electronic amplitudes, $u$ creates a photon alone, and $s_1,s_2$ create one together with a single or double excitation. All of them commute, as excitation operators from a fixed reference do. Let $e_N(T)=\sum_{k=0}^N T^k/k!$ with $N\ge2$.

By the binomial theorem, $T^k$ has zero-photon part $a^k$ and, for $k\ge1$, one-photon part $k\,a^{k-1}b$. Since $k/k!=1/(k-1)!$,

$$e_N(T)=e_N(a)+e_{N-1}(a)\,b\,y+(\text{terms in }y^2\text{ and higher}).$$

Because $a=x(t_1+t_2x)$, the power $a^k$ starts at $x^k$. Only $k\le2$ matters up to $x^2$, and $a^2=t_1^2x^2+\dots$, so

$$e_N(a)=1+t_1x+\left(t_2+\tfrac12t_1^2\right)x^2+\dots$$

The factor $e_{N-1}(a)$ begins with $1+t_1x$, since $N-1\ge1$. Multiplying by $b$ gives $u$ at $y$ and $s_1+t_1u$ at $xy$. For $N\ge3$ the $x^2$ term of $e_{N-1}(a)$ is also complete, and the coefficient of $x^2y$ is

$$s_2+t_1s_1+\left(t_2+\tfrac12t_1^2\right)u .$$

## From coefficients to the energy

The energy is $\langle0|e^{-T}He^T|0\rangle=\langle0|He^T|0\rangle$, because $\langle0|e^{-T}=\langle0|$. The coefficients found above do not depend on $N$ within the stated bounds, so they are also those of $e^T$. The coefficient of $1$ is $1$, so no division by a norm is needed. Let $h_{ij}$ be the additive map that turns the coefficient of $x^iy^j$ into its contribution to this matrix element.

Three properties of $H$ enter. Electrons interact in pairs, so $h_{ij}=0$ for $i>2$. The field enters the coupling linearly, and the energy of the free mode conserves the photon number, so $h_{ij}=0$ for $j>1$. The operator multiplying the field acts on one electron, so $h_{21}=0$. The dipole self-energy contains no photon operators and acts on at most two electrons at a time, so it respects all three. What remains is

$$E=h_{00}(1)+h_{10}(t_1)+h_{20}\left(t_2+\tfrac12t_1^2\right)+h_{01}(u)+h_{11}(s_1+t_1u).$$

The amplitude $s_2$ is absent at fixed values of the others. It still influences the energy indirectly, through the coupled equations that determine $t_1,t_2,u,s_1$; those equations are background here and have no Lean statement behind them.

The condition $h_{21}=0$ matters. Take rational numbers for amplitudes and energies, let $h_{21}$ be the identity and every other $h_{ij}$ zero, and set $s_2=1$ with all other amplitudes zero. The energy is $1$, whereas the formula gives $0$.

## The cluster operator as a polynomial in two variables

The amplitudes live in a commutative ring `R` and the energies in an additive group `E`. Elements of `R` may be numbers or commuting excitation operators, so many orbitals are allowed. In the operator reading, `t2` is the whole double-excitation operator, with any combinatorial prefactors included.

```lean
import Mathlib

open Polynomial

namespace QEDCoupledCluster

noncomputable section

variable {R E : Type*} [CommRing R] [AddCommGroup E]
```

The truncated series needs division by factorials, hence the rational algebra.

```lean
/-- The exponential series of `T`, kept up to order `N`. -/
def truncExp {A : Type*} [CommRing A] [Algebra ℚ A] (N : ℕ) (T : A) : A :=
  ∑ k ∈ Finset.range (N + 1), ((k.factorial : ℚ)⁻¹) • T ^ k
```

The next two definitions are $a$ and $b$.

```lean
/-- The purely electronic cluster operator `t1 x + t2 x²`; `x` counts electronic excitations. -/
def electronic (t1 t2 : R) : R[X] := C t1 * X + C t2 * X ^ 2

/-- The electronic factor `u + s1 x + s2 x²` that accompanies the creation of one photon. -/
def dressing (u s1 s2 : R) : R[X] := C u + C s1 * X + C s2 * X ^ 2
```

In `R[X][X]` the inner variable is $x$ and the outer one is $y$. Both are formal counters.

```lean
/-- The cluster operator `T = t1 x + t2 x² + u y + s1 x y + s2 x² y`, a polynomial in the
photon variable `y` whose coefficients are polynomials in `x`. -/
def cluster (t1 t2 u s1 s2 : R) : R[X][X] :=
  C (electronic t1 t2) + C (dressing u s1 s2) * X
```

The name `amp` differs from common usage: it denotes a coefficient of the polynomial it is given, here the expanded exponential, and not a cluster amplitude.

```lean
/-- The coefficient of `x^i y^j` in `P`; `i` counts electronic excitations and `j` photons. -/
def amp (i j : ℕ) (P : R[X][X]) : R := (P.coeff j).coeff i
```

The energy adds the contributions of all non-zero coefficients. For operator amplitudes, `h i j` should be read as $r\mapsto\langle0|H\,r_i\,(\beta^\dagger)^j|0\rangle$, where $r_i$ is the part of $r$ with excitation rank $i$ and $\beta^\dagger$ creates a photon. This identification with a molecular Hamiltonian is the step left to the physicist; in Lean, `h` is any family of additive maps.

```lean
/-- For `amp 0 0 P = 1`, the projected energy of the wave operator `P`: each sector `x^i y^j`
contributes through its own coupling `h i j` to the reference state. -/
def energy (h : ℕ → ℕ → R →+ E) (P : R[X][X]) : E :=
  ∑ j ∈ P.support, ∑ i ∈ (P.coeff j).support, h i j (amp i j P)
```

## Six sectors suffice

The hypothesis `hh` states the first two selection rules. The minimal-coupling Hamiltonian with its squared vector potential violates the second, since that term can remove two photons.

The auxiliary statement `swap` replaces a sum over non-zero coefficients by a sum over a fixed range, by comparing both with the sum over their union. It is applied first to $i<3$ and then to $j<2$.

```lean
/-- If the reference couples to at most double excitations and at most one photon, the energy
is a sum over six sectors. -/
theorem energy_eq_sectors (h : ℕ → ℕ → R →+ E) (hh : ∀ i j, 2 < i ∨ 1 < j → h i j = 0)
    (P : R[X][X]) :
    energy h P = h 0 0 (amp 0 0 P) + h 1 0 (amp 1 0 P) + h 2 0 (amp 2 0 P) +
      (h 0 1 (amp 0 1 P) + h 1 1 (amp 1 1 P) + h 2 1 (amp 2 1 P)) := by
  -- a sum over a support may be replaced by a sum over the coupled indices
  have swap : ∀ (S : Finset ℕ) (f : ℕ → E) (n : ℕ), (∀ i, i ∉ S → f i = 0) →
      (∀ i, n ≤ i → f i = 0) → ∑ i ∈ S, f i = ∑ i ∈ Finset.range n, f i := by
    intro S f n h1 h2
    have e1 : ∑ i ∈ S, f i = ∑ i ∈ S ∪ Finset.range n, f i :=
      Finset.sum_subset Finset.subset_union_left (fun i _ hi => h1 i hi)
    have e2 : ∑ i ∈ Finset.range n, f i = ∑ i ∈ S ∪ Finset.range n, f i :=
      Finset.sum_subset Finset.subset_union_right (fun i _ hi => h2 i (by simpa using hi))
    rw [e1, e2]
  have inner : ∀ j, ∑ i ∈ (P.coeff j).support, h i j (amp i j P) =
      ∑ i ∈ Finset.range 3, h i j (amp i j P) := by
    intro j
    apply swap
    · intro i hi
      have hz : (P.coeff j).coeff i = 0 := by simpa [Polynomial.mem_support_iff] using hi
      rw [amp, hz, map_zero]
    · intro i hi
      rw [hh i j (Or.inl (by omega)), AddMonoidHom.zero_apply]
  unfold energy
  simp only [inner]
  rw [swap P.support (fun j => ∑ i ∈ Finset.range 3, h i j (amp i j P)) 2]
  · simp only [Finset.sum_range_succ, Finset.sum_range_zero, zero_add]
  · intro j hj
    have hz : P.coeff j = 0 := by simpa [Polynomial.mem_support_iff] using hj
    simp [amp, hz]
  · intro j hj
    refine Finset.sum_eq_zero fun i _ => ?_
    rw [hh i j (Or.inr (by omega)), AddMonoidHom.zero_apply]
```

## Separating zero and one photon

Setting $y=0$ in $(a+by)^k$ leaves $a^k$, which gives the zero-photon part.

```lean
variable [Algebra ℚ R]

/-- The zero-photon part of the truncated exponential of `a + b y` is the truncated
exponential of `a`. -/
theorem zero_photon_part (N : ℕ) (a b : R[X]) :
    (truncExp N (C a + C b * X : R[X][X])).coeff 0 = truncExp N a := by
  simp only [truncExp, Polynomial.finsetSum_coeff, coeff_smul]
  refine Finset.sum_congr rfl fun k _ => ?_
  have h : ((C a + C b * X : R[X][X]) ^ k).coeff 0 = a ^ k := by
    rw [coeff_zero_eq_eval_zero]
    simp
  rw [h]
```

The one-photon part of a power is found by induction instead of the binomial theorem. In `step`, the photon in a product $P\,(a+by)$ comes either from $P$ or from the last factor. The induction then adds $(k+1)a^kb\,a$ and $a^{k+1}b$ to obtain $(k+2)a^{k+1}b$.

```lean
/-- In the power `k + 1` of `a + b y`, the one-photon part is `(k + 1) a^k b`. -/
theorem one_photon_pow (a b : R[X]) (k : ℕ) :
    ((C a + C b * X : R[X][X]) ^ (k + 1)).coeff 1 = ((k + 1 : ℕ) : ℚ) • (a ^ k * b) := by
  -- the photon comes either from the earlier factors or from the last one
  have step : ∀ P : R[X][X],
      (P * (C a + C b * X)).coeff 1 = P.coeff 1 * a + P.coeff 0 * b := by
    intro P
    have e : P * (C a + C b * X) = P * C a + (P * C b) * X := by ring
    have hx := coeff_mul_X (P * C b) 0
    rw [zero_add] at hx
    rw [e, coeff_add, coeff_mul_C, hx, coeff_mul_C]
  induction k with
  | zero =>
    rw [pow_succ, step]
    simp [coeff_one]
  | succ k ih =>
    have h0 : ((C a + C b * X : R[X][X]) ^ (k + 1)).coeff 0 = a ^ (k + 1) := by
      rw [coeff_zero_eq_eval_zero]
      simp
    have e : a ^ k * b * a = a ^ (k + 1) * b := by ring
    rw [pow_succ, step, ih, h0, smul_mul_assoc, e]
    push_cast
    module
```

Summing over powers, the $k=0$ term has no photon and is split off by `Finset.sum_range_succ'`. The remaining factor $(k+1)/(k+1)!$ becomes $1/k!$, which `field_simp` verifies.

```lean
/-- The one-photon part of the exponential of `a + b y` truncated at order `N + 1` is the
exponential of `a` truncated at order `N`, times `b`. -/
theorem one_photon_part (N : ℕ) (a b : R[X]) :
    (truncExp (N + 1) (C a + C b * X : R[X][X])).coeff 1 = truncExp N a * b := by
  simp only [truncExp]
  have h0 : (((Nat.factorial 0 : ℚ)⁻¹) • (C a + C b * X : R[X][X]) ^ 0).coeff 1 = 0 := by
    simp [coeff_one]
  rw [Finset.sum_range_succ' _ (N + 1), coeff_add, h0, add_zero, Polynomial.finsetSum_coeff,
    Finset.sum_mul]
  refine Finset.sum_congr rfl fun k _ => ?_
  rw [coeff_smul, one_photon_pow, smul_smul, smul_mul_assoc]
  congr 1
  have hk : (k.factorial : ℚ) ≠ 0 := by exact_mod_cast k.factorial_ne_zero
  have hk1 : (k : ℚ) + 1 ≠ 0 := by positivity
  rw [Nat.factorial_succ]
  push_cast
  field_simp
```

## Reading off the coefficients

For the electronic series, `fac` is the factorisation $a=x(t_1+t_2x)$, and `cut` uses it to discard all powers above $i$ in the coefficient of $x^i$. The few surviving terms are evaluated directly.

```lean
/-- For `N ≥ 2` the truncated exponential of `t1 x + t2 x²` has coefficient `t2 + t1²/2` at
`x²`; the coefficients `1` and `t1` at lower order need only `N ≥ 0` and `N ≥ 1`. -/
theorem electronic_sectors (N : ℕ) (t1 t2 : R) :
    (truncExp N (electronic t1 t2)).coeff 0 = 1 ∧
    (1 ≤ N → (truncExp N (electronic t1 t2)).coeff 1 = t1) ∧
    (2 ≤ N → (truncExp N (electronic t1 t2)).coeff 2 = t2 + (1 / 2 : ℚ) • t1 ^ 2) := by
  have fac : electronic t1 t2 = X * (C t1 + C t2 * X) := by
    unfold electronic
    ring
  -- powers above `i` cannot reach `x^i`
  have cut : ∀ i, i ≤ N → (truncExp N (electronic t1 t2)).coeff i =
      ∑ k ∈ Finset.range (i + 1),
        ((k.factorial : ℚ)⁻¹) • (electronic t1 t2 ^ k).coeff i := by
    intro i hi
    simp only [truncExp, Polynomial.finsetSum_coeff, coeff_smul]
    symm
    apply Finset.sum_subset
    · intro k hk
      simp only [Finset.mem_range] at hk ⊢
      omega
    · intro k _ hk
      simp only [Finset.mem_range] at hk
      rw [fac, mul_pow, coeff_X_pow_mul', if_neg (by omega), smul_zero]
  have c0 : (electronic t1 t2).coeff 1 = t1 := by
    simp [electronic, coeff_X_pow]
  have c1 : (electronic t1 t2).coeff 2 = t2 := by
    simp [electronic, coeff_X_pow]
  have c2 : (electronic t1 t2 ^ 2).coeff 2 = t1 ^ 2 := by
    rw [fac, mul_pow, coeff_X_pow_mul', if_pos le_rfl, Nat.sub_self, coeff_zero_eq_eval_zero]
    simp
  refine ⟨?_, fun h => ?_, fun h => ?_⟩
  · rw [cut 0 (Nat.zero_le N)]
    simp
  · rw [cut 1 h]
    simp [Finset.sum_range_succ, coeff_one, c0]
  · rw [cut 2 h]
    simp [Finset.sum_range_succ, coeff_one, c1, c2]
```

The theorem `cluster_sectors` collects the coefficients of $1,x,x^2,y,xy$ derived above. Writing $N=M+1$ makes the one-photon part $e_M(a)\,b$, and `coeff_mul` expands this product into $s_1+t_1u$. The bound on $N$ has a purpose: for $N=1$ and $t_1=u=1$, with the other amplitudes zero, the coefficient of $xy$ is $0$ and not $1$, so $N\ge1$ would not be enough.

```lean
/-- For `N ≥ 2` the sectors `1, x, x², y, xy` of the truncated exponential of `T` carry
`1, t1, t2 + t1²/2, u, s1 + t1 u`. -/
theorem cluster_sectors {N : ℕ} (hN : 2 ≤ N) (t1 t2 u s1 s2 : R) :
    amp 0 0 (truncExp N (cluster t1 t2 u s1 s2)) = 1 ∧
    amp 1 0 (truncExp N (cluster t1 t2 u s1 s2)) = t1 ∧
    amp 2 0 (truncExp N (cluster t1 t2 u s1 s2)) = t2 + (1 / 2 : ℚ) • t1 ^ 2 ∧
    amp 0 1 (truncExp N (cluster t1 t2 u s1 s2)) = u ∧
    amp 1 1 (truncExp N (cluster t1 t2 u s1 s2)) = s1 + t1 * u := by
  obtain ⟨M, rfl⟩ : ∃ M, N = M + 1 := ⟨N - 1, by omega⟩
  obtain ⟨a0, a1, a2⟩ := electronic_sectors (M + 1) t1 t2
  obtain ⟨b0, b1, _⟩ := electronic_sectors M t1 t2
  have d0 : (dressing u s1 s2).coeff 0 = u := by simp [dressing]
  have d1 : (dressing u s1 s2).coeff 1 = s1 := by
    simp [dressing, coeff_C, coeff_X_pow]
  simp only [amp, cluster, zero_photon_part, one_photon_part]
  refine ⟨a0, a1 (by omega), a2 hN, ?_, ?_⟩
  · rw [mul_coeff_zero, b0, d0, one_mul]
  · rw [coeff_mul, Finset.Nat.sum_antidiagonal_eq_sum_range_succ_mk]
    simp [Finset.sum_range_succ, b0, b1 (by omega), d0, d1]
```

The same expansion, one order further in $x$, gives the only one of the six sectors in which $s_2$ occurs. The name `double_photon_sector` refers to a double excitation with one photon, not to two photons.

```lean
/-- For `N ≥ 3` the sector `x² y`, a double excitation with one photon, carries
`s2 + t1 s1 + (t2 + t1²/2) u`. -/
theorem double_photon_sector {N : ℕ} (hN : 3 ≤ N) (t1 t2 u s1 s2 : R) :
    amp 2 1 (truncExp N (cluster t1 t2 u s1 s2)) =
      s2 + t1 * s1 + (t2 + (1 / 2 : ℚ) • t1 ^ 2) * u := by
  obtain ⟨M, rfl⟩ : ∃ M, N = M + 1 := ⟨N - 1, by omega⟩
  obtain ⟨b0, b1, b2⟩ := electronic_sectors M t1 t2
  have d0 : (dressing u s1 s2).coeff 0 = u := by simp [dressing]
  have d1 : (dressing u s1 s2).coeff 1 = s1 := by
    simp [dressing, coeff_C, coeff_X_pow]
  have d2 : (dressing u s1 s2).coeff 2 = s2 := by
    simp [dressing, coeff_X_pow]
  simp only [amp, cluster, one_photon_part]
  rw [coeff_mul, Finset.Nat.sum_antidiagonal_eq_sum_range_succ_mk]
  simp only [Finset.sum_range_succ, Finset.sum_range_zero, Nat.sub_zero, Nat.sub_self,
    Nat.reduceSub, b0, b1 (by omega), b2 (by omega), d0, d1, d2]
  ring
```

## Where $s_2$ leaves the energy, and where it stays

The energy formula follows by inserting the five coefficients into the six-sector sum; the sixth term vanishes by `h21`. For a single-mode model obeying these selection rules, it tells an implementer of cavity coupled cluster that the energy routine needs no amplitudes beyond $t_1,t_2,u,s_1$.

```lean
/-- The QED-CCSD-1 energy for `N ≥ 2`, when the reference couples to at most double
excitations, at most one photon, and not to `x² y`: the amplitude `s2` is absent. -/
theorem qed_ccsd1_energy {N : ℕ} (hN : 2 ≤ N) (h : ℕ → ℕ → R →+ E)
    (hh : ∀ i j, 2 < i ∨ 1 < j → h i j = 0) (h21 : h 2 1 = 0) (t1 t2 u s1 s2 : R) :
    energy h (truncExp N (cluster t1 t2 u s1 s2)) =
      h 0 0 1 + h 1 0 t1 + h 2 0 (t2 + (1 / 2 : ℚ) • t1 ^ 2) +
        (h 0 1 u + h 1 1 (s1 + t1 * u)) := by
  obtain ⟨e0, e1, e2, e3, e4⟩ := cluster_sectors hN t1 t2 u s1 s2
  rw [energy_eq_sectors h hh, e0, e1, e2, e3, e4, h21, AddMonoidHom.zero_apply, add_zero]
```

The last theorem keeps `hh` but allows any `h 2 1`. Replacing $s_2$ by $s_2+d$ changes only the coefficient of $x^2y$ among the six, and additivity of `h 2 1` turns this into an energy shift of exactly $h_{21}(d)$. The bound $N\ge3$ is inherited from the formula for that coefficient.

```lean
/-- If the reference couples to at most double excitations and one photon, `x² y` included,
then for `N ≥ 3` changing `s2` by `d` shifts the energy by `h 2 1 d`. -/
theorem energy_shift {N : ℕ} (hN : 3 ≤ N) (h : ℕ → ℕ → R →+ E)
    (hh : ∀ i j, 2 < i ∨ 1 < j → h i j = 0) (t1 t2 u s1 s2 d : R) :
    energy h (truncExp N (cluster t1 t2 u s1 (s2 + d))) =
      energy h (truncExp N (cluster t1 t2 u s1 s2)) + h 2 1 d := by
  obtain ⟨e0, e1, e2, e3, e4⟩ := cluster_sectors (by omega : 2 ≤ N) t1 t2 u s1 s2
  obtain ⟨f0, f1, f2, f3, f4⟩ := cluster_sectors (by omega : 2 ≤ N) t1 t2 u s1 (s2 + d)
  rw [energy_eq_sectors h hh, energy_eq_sectors h hh, e0, e1, e2, e3, e4, f0, f1, f2, f3, f4,
    double_photon_sector hN, double_photon_sector hN]
  simp only [map_add]
  abel

end

end QEDCoupledCluster
```

```lean
#print axioms QEDCoupledCluster.qed_ccsd1_energy
#print axioms QEDCoupledCluster.energy_shift
```

```
'QEDCoupledCluster.qed_ccsd1_energy' depends on axioms: [propext, Classical.choice, Quot.sound]
'QEDCoupledCluster.energy_shift' depends on axioms: [propext, Classical.choice, Quot.sound]
```
